# For a hydrogenic 2p orbital, a fraction $(1+ZR)e^{-ZR}$ of $\langle r^{-3}\rangle$ lies outside radius $R$

The spin-orbit contribution outside a sphere is represented here by a ratio of two radial integrals, with no spin-orbit operator in the model. In a bare Coulomb potential, and to leading order in $1/c^2$ with $c$ the speed of light, the radial factor of spin-orbit coupling is proportional to $r^{-3}$, so its constant prefactor cancels in the ratio. In atomic units, let $Z>0$ be the nuclear charge, $r$ the distance from the nucleus and $R\ge 0$ the sphere radius. The 2p radial density, with the volume factor $r^2$ included, is

$$\rho(r)=\frac{Z^5}{24}\,r^4e^{-Zr}.$$

It is normalised, and

$$\langle r^{-3}\rangle=\int_0^\infty\frac{\rho(r)}{r^3}\,dr=\frac{Z^3}{24},\qquad
f(R)=\frac{\int_R^\infty \rho\,r^{-3}\,dr}{\int_0^\infty \rho\,r^{-3}\,dr}=(1+ZR)e^{-ZR}.$$

## Spin-orbit coupling restricted to muffin-tin spheres

LAPW codes commonly evaluate the spin-orbit matrix elements of the second variation only inside the muffin-tin spheres. For a single non-interacting hydrogenic 2p electron, $f(R)$ is the share of $\langle r^{-3}\rangle$ that this restriction discards. For this density, a radial quadrature from 0 to $R$ should return the fraction $1-f(R)$ of $\langle r^{-3}\rangle$, which gives an exact test value.

At $ZR=2$, about 41% of $\langle r^{-3}\rangle$ lies outside, compared with about 95% of the charge. Once $ZR\ge 10$, the outside share of $\langle r^{-3}\rangle$ is below one thousandth.

## Both tails from explicit antiderivatives

For $r>0$, the weight leaves one power of $r$, and the product rule gives

$$\frac{d}{dr}\left[-\frac{Z^3}{24}(1+Zr)e^{-Zr}\right]
=-\frac{Z^3}{24}\bigl[Z-Z(1+Zr)\bigr]e^{-Zr}
=\frac{Z^5}{24}\,r\,e^{-Zr}=\frac{\rho(r)}{r^3}.$$

The antiderivative on the left vanishes at infinity, so the tail beyond $R$ is $\frac{Z^3}{24}(1+ZR)e^{-ZR}$. Setting $R=0$ gives the mean, and division gives $f(R)$.

For the charge, let $P(x)=1+x+\frac{x^2}{2}+\frac{x^3}{6}+\frac{x^4}{24}$. Since $P'(x)-P(x)=-x^4/24$, the derivative of $-P(Zr)e^{-Zr}$ is $\rho(r)$. The charge outside is therefore $q(R)=P(ZR)e^{-ZR}$, and $q(0)=1$.

Three consequences follow, with $x=ZR$:

- **Comparison with charge.** For $R>0$, $P(x)-(1+x)=\frac{x^2}{2}+\frac{x^3}{6}+\frac{x^4}{24}>0$, so $f(R)<q(R)$.
- **Monotonicity.** For $S>R\ge0$, put $d=Z(S-R)>0$. Then $(1+x)e^d>(1+x)(1+d)\ge 1+x+d=1+ZS$. Multiplying by $e^{-ZS}$ gives $f(R)>f(S)$.
- **Threshold.** For $x\ge10$, $e^{10}>2.7^{10}>20000$ gives $e^x>20000\,e^{x-10}\ge20000(x-9)>1000(1+x)$, hence $f(R)<1/1000$.

The same argument with weight $r^{-1}$ gives $\langle r^{-1}\rangle=Z/4$ and the outside fraction $(1+x+\frac{x^2}{2}+\frac{x^3}{6})e^{-x}$.

## The Lean file

```lean
import Mathlib

open MeasureTheory Filter Set
open scoped Topology

namespace SpinOrbitOutsideSphere

noncomputable section

/-- The hydrogenic 2p radial density `(Z⁵/24) r⁴ exp(-Zr)`. -/
def density2p (Z r : ℝ) : ℝ := Z ^ 5 / 24 * r ^ 4 * Real.exp (-(Z * r))

/-- The 2p charge found outside a sphere of radius `R`. -/
def chargeOutside (Z R : ℝ) : ℝ := ∫ r in Ioi R, density2p Z r

/-- The part of the 2p mean of `r⁻³` that comes from outside a sphere of radius `R`. -/
def invCubeOutside (Z R : ℝ) : ℝ := ∫ r in Ioi R, density2p Z r / r ^ 3

/-- The fraction of the 2p mean of `r⁻³` that comes from outside a sphere of radius `R`. -/
def outsideFraction (Z R : ℝ) : ℝ := invCubeOutside Z R / invCubeOutside Z 0

/-- Any power of `Zr` times the exponential `exp(-Zr)` vanishes at large distance. -/
theorem tendsto_pow_mul_exp {Z : ℝ} (hZ : 0 < Z) (n : ℕ) :
    Tendsto (fun r : ℝ => (Z * r) ^ n * Real.exp (-(Z * r))) atTop (𝓝 0) :=
  (Real.tendsto_pow_mul_exp_neg_atTop_nhds_zero n).comp (tendsto_id.const_mul_atTop hZ)

/-- The density weighted by `r⁻³` is integrable outside a sphere of radius `R ≥ 0`, and its
integral there is `(Z³/24)(1 + ZR) exp(-ZR)`. -/
theorem invCube_tail {Z R : ℝ} (hZ : 0 < Z) (hR : 0 ≤ R) :
    IntegrableOn (fun r => density2p Z r / r ^ 3) (Ioi R) ∧
      invCubeOutside Z R = Z ^ 3 / 24 * ((1 + Z * R) * Real.exp (-(Z * R))) := by
  -- away from the nucleus the weight r⁻³ leaves a single power of r
  have hcongr : EqOn (fun r => Z ^ 5 / 24 * r * Real.exp (-(Z * r)))
      (fun r => density2p Z r / r ^ 3) (Ioi R) := by
    intro r hr
    have hr0 : 0 < r := lt_of_le_of_lt hR hr
    change Z ^ 5 / 24 * r * Real.exp (-(Z * r)) = density2p Z r / r ^ 3
    rw [eq_div_iff (pow_ne_zero 3 hr0.ne'), density2p]
    ring
  -- the antiderivative
  have hd : ∀ r ∈ Ici R, HasDerivAt
      (fun r : ℝ => -(Z ^ 3 / 24) * ((1 + Z * r) * Real.exp (-(Z * r))))
      (Z ^ 5 / 24 * r * Real.exp (-(Z * r))) r := by
    intro r _
    have h : HasDerivAt (fun r : ℝ => Z * r) Z r := by
      simpa using (hasDerivAt_id' r).const_mul Z
    have he : HasDerivAt (fun r : ℝ => Real.exp (-(Z * r)))
        (Real.exp (-(Z * r)) * (-Z)) r := h.fun_neg.exp
    exact (((h.const_add 1).fun_mul he).const_mul (-(Z ^ 3 / 24))).congr_deriv (by ring)
  have hpos : ∀ r ∈ Ioi R, 0 ≤ Z ^ 5 / 24 * r * Real.exp (-(Z * r)) := by
    intro r hr
    have hr0 : 0 < r := lt_of_le_of_lt hR hr
    positivity
  have hlim : Tendsto (fun r : ℝ => -(Z ^ 3 / 24) * ((1 + Z * r) * Real.exp (-(Z * r))))
      atTop (𝓝 0) := by
    have h := ((tendsto_pow_mul_exp hZ 0).add (tendsto_pow_mul_exp hZ 1)).const_mul
      (-(Z ^ 3 / 24))
    rw [add_zero, mul_zero] at h
    exact h.congr fun r => by
      try dsimp only
      ring
  refine ⟨(integrableOn_Ioi_deriv_of_nonneg' hd hpos hlim).congr_fun hcongr
    measurableSet_Ioi, ?_⟩
  rw [invCubeOutside, ← setIntegral_congr_fun measurableSet_Ioi hcongr,
    integral_Ioi_of_hasDerivAt_of_nonneg' hd hpos hlim]
  ring

/-- The 2p density is integrable over `r > R` for every real `R`, and its integral there is
`exp(-x)` times `1 + x + x²/2 + x³/6 + x⁴/24` with `x = ZR`. -/
theorem charge_tail {Z R : ℝ} (hZ : 0 < Z) :
    IntegrableOn (density2p Z) (Ioi R) ∧
      chargeOutside Z R = (1 + Z * R + (Z * R) ^ 2 / 2 + (Z * R) ^ 3 / 6 + (Z * R) ^ 4 / 24)
        * Real.exp (-(Z * R)) := by
  have hd : ∀ r ∈ Ici R, HasDerivAt
      (fun r : ℝ => -((1 + Z * r + (Z * r) ^ 2 / 2 + (Z * r) ^ 3 / 6 + (Z * r) ^ 4 / 24)
        * Real.exp (-(Z * r)))) (density2p Z r) r := by
    intro r _
    have h : HasDerivAt (fun r : ℝ => Z * r) Z r := by
      simpa using (hasDerivAt_id' r).const_mul Z
    have he : HasDerivAt (fun r : ℝ => Real.exp (-(Z * r)))
        (Real.exp (-(Z * r)) * (-Z)) r := h.fun_neg.exp
    have hq := (((h.const_add 1).fun_add ((h.fun_pow 2).div_const 2)).fun_add
      ((h.fun_pow 3).div_const 6)).fun_add ((h.fun_pow 4).div_const 24)
    refine (hq.fun_mul he).fun_neg.congr_deriv ?_
    simp only [density2p, Nat.cast_ofNat, show 2 - 1 = 1 from rfl, show 3 - 1 = 2 from rfl,
      show 4 - 1 = 3 from rfl]
    ring
  have hpos : ∀ r ∈ Ioi R, 0 ≤ density2p Z r := by
    intro r _
    unfold density2p
    positivity
  have hlim : Tendsto
      (fun r : ℝ => -((1 + Z * r + (Z * r) ^ 2 / 2 + (Z * r) ^ 3 / 6 + (Z * r) ^ 4 / 24)
        * Real.exp (-(Z * r)))) atTop (𝓝 0) := by
    have t := tendsto_pow_mul_exp hZ
    have h := (((((t 0).add (t 1)).add ((t 2).div_const 2)).add ((t 3).div_const 6)).add
      ((t 4).div_const 24)).neg
    simp only [zero_div, add_zero, neg_zero] at h
    exact h.congr fun r => by
      try dsimp only
      ring
  refine ⟨integrableOn_Ioi_deriv_of_nonneg' hd hpos hlim, ?_⟩
  rw [chargeOutside, integral_Ioi_of_hasDerivAt_of_nonneg' hd hpos hlim]
  ring

/-- The 2p density is normalised, its mean of `r⁻³` is `Z³/24`, and the fraction of this mean
from outside a sphere of radius `R ≥ 0` is `(1 + ZR) exp(-ZR)`. -/
theorem spinOrbit_outside_sphere {Z : ℝ} (hZ : 0 < Z) :
    chargeOutside Z 0 = 1 ∧ invCubeOutside Z 0 = Z ^ 3 / 24 ∧
      ∀ R, 0 ≤ R → outsideFraction Z R = (1 + Z * R) * Real.exp (-(Z * R)) := by
  have h0 : invCubeOutside Z 0 = Z ^ 3 / 24 := by
    rw [(invCube_tail hZ le_rfl).2]
    simp
  refine ⟨?_, h0, fun R hR => ?_⟩
  · rw [(charge_tail (R := 0) hZ).2]
    simp
  · have hne : Z ^ 3 / 24 ≠ 0 := by positivity
    rw [outsideFraction, h0, (invCube_tail hZ hR).2, mul_div_cancel_left₀ _ hne]

/-- The outside fraction of the mean of `r⁻³` decreases strictly as the sphere grows. -/
theorem outsideFraction_strictAnti {Z : ℝ} (hZ : 0 < Z) :
    StrictAntiOn (outsideFraction Z) (Ici 0) := by
  intro R hR S hS hRS
  have hf := (spinOrbit_outside_sphere hZ).2.2
  rw [hf R hR, hf S hS]
  have hx : 0 ≤ Z * R := mul_nonneg hZ.le hR
  have hd : 0 < Z * S - Z * R := sub_pos.mpr (mul_lt_mul_of_pos_left hRS hZ)
  have he : Real.exp (-(Z * R)) = Real.exp (-(Z * S)) * Real.exp (Z * S - Z * R) := by
    rw [← Real.exp_add]
    congr 1
    ring
  -- the exponential lies strictly above its tangent
  have hk := Real.add_one_lt_exp hd.ne'
  have h1 : 1 + Z * S < (1 + Z * R) * Real.exp (Z * S - Z * R) := by
    have h2 := mul_lt_mul_of_pos_left hk (show 0 < 1 + Z * R by linarith)
    have h3 := mul_nonneg hx hd.le
    linarith
  have h4 := mul_lt_mul_of_pos_left h1 (Real.exp_pos (-(Z * S)))
  rw [he]
  linarith

/-- Outside any sphere of positive radius, the fraction of the mean of `r⁻³` is strictly
smaller than the fraction of the charge. -/
theorem outsideFraction_lt_charge {Z R : ℝ} (hZ : 0 < Z) (hR : 0 < R) :
    outsideFraction Z R < chargeOutside Z R := by
  rw [(spinOrbit_outside_sphere hZ).2.2 R hR.le, (charge_tail (R := R) hZ).2]
  apply mul_lt_mul_of_pos_right _ (Real.exp_pos _)
  have h : 0 < (Z * R) ^ 2 / 2 + (Z * R) ^ 3 / 6 + (Z * R) ^ 4 / 24 := by positivity
  linarith

/-- If `ZR ≥ 10`, less than one thousandth of the 2p mean of `r⁻³` comes from outside the
sphere of radius `R`. -/
theorem outsideFraction_lt_thousandth {Z R : ℝ} (hZ : 0 < Z) (hR : 0 ≤ R)
    (h : 10 ≤ Z * R) : outsideFraction Z R < 1 / 1000 := by
  rw [(spinOrbit_outside_sphere hZ).2.2 R hR, Real.exp_neg, ← div_eq_mul_inv,
    div_lt_iff₀ (Real.exp_pos _)]
  have h10 : (20000 : ℝ) < Real.exp 10 := by
    have e : Real.exp 10 = Real.exp 1 ^ 10 := by
      rw [← Real.exp_nat_mul]
      norm_num
    have h1 : (2.7 : ℝ) ≤ Real.exp 1 := by linarith [Real.exp_one_gt_d9]
    have h2 := pow_le_pow_left₀ (by norm_num : (0 : ℝ) ≤ 2.7) h1 10
    rw [e]
    exact lt_of_lt_of_le (by norm_num) h2
  -- split off exp 10 and bound the remaining factor by its tangent
  have hs : Real.exp (Z * R) = Real.exp 10 * Real.exp (Z * R - 10) := by
    rw [← Real.exp_add]
    congr 1
    ring
  have ht := Real.add_one_le_exp (Z * R - 10)
  have hm := mul_lt_mul_of_pos_right h10 (Real.exp_pos (Z * R - 10))
  rw [hs]
  linarith

end

end SpinOrbitOutsideSphere
```

```lean
#print axioms SpinOrbitOutsideSphere.outsideFraction_strictAnti
#print axioms SpinOrbitOutsideSphere.outsideFraction_lt_charge
#print axioms SpinOrbitOutsideSphere.outsideFraction_lt_thousandth
```

```
'SpinOrbitOutsideSphere.outsideFraction_strictAnti' depends on axioms: [propext, Classical.choice, Quot.sound]
'SpinOrbitOutsideSphere.outsideFraction_lt_charge' depends on axioms: [propext, Classical.choice, Quot.sound]
'SpinOrbitOutsideSphere.outsideFraction_lt_thousandth' depends on axioms: [propext, Classical.choice, Quot.sound]
```

## What is checked, and for which orbital

`density2p` is $\rho$. `chargeOutside` and `invCubeOutside` integrate $\rho$ and $\rho/r^3$ over `Ioi R`, the half-line $r>R$, and `outsideFraction` is $f$. The main theorem, `spinOrbit_outside_sphere`, states the normalisation, the mean and the fraction for every $R\ge0$.

In `invCube_tail`, `hcongr` cancels the powers of $r$, `hd` differentiates the antiderivative, `hpos` shows that the integrand is non-negative, and `hlim` takes the limit at infinity using `tendsto_pow_mul_exp`. Mathlib's half-line theorems then yield both integrability and the value. `charge_tail` follows the same pattern with $P$. The last three theorems are the three consequences above; the tangent-line bound on the exponential supplies the inequalities for monotonicity and the threshold.

The condition $Z>0$ means an attractive nucleus and a decaying orbital. At $Z=0$ the density is identically zero, so its integral is 0 and normalisation fails.

The density is given by definition, not derived from a Schrödinger equation. Screening, relativistic changes to the orbital, other angular momenta and neighbouring atoms in a crystal are absent. The threshold $ZR\ge10$ therefore bounds a share of one radial integral, not the error of a band energy, and $Z$ in it is the bare charge of the hydrogenic model.
